# A two-sublattice matrix is symmetric under inversion combined with spinless time reversal exactly when its diagonal entries are complex conjugates of each other and so are its off-diagonal entries

The theorem concerns a single complex 2×2 matrix `H` acting on the amplitudes of two sublattices, with no spin; `H` is not assumed Hermitian. Inversion combined with time reversal acts by conjugating every entry of `H` and then multiplying by the Pauli matrix `σx` on both sides, which exchanges the sublattices. The theorem says that `H` is unchanged by this exactly when `H 1 1` is the conjugate of `H 0 0` and `H 1 0` is the conjugate of `H 0 1`. For the forward direction the attempt computes two entries of the transformed matrix and then replaces that matrix by `H`; for the converse it checks all four entries, leaving the arithmetic to `simp` in both directions.

The failing Lean file:

```lean
import Mathlib

open Matrix ComplexConjugate

namespace GrapheneDiracPoint

noncomputable section

/-- The Pauli matrix that exchanges the two sublattices. -/
def σx : Matrix (Fin 2) (Fin 2) ℂ := !![0, 1; 1, 0]

/-- Symmetry under inversion combined with spinless time reversal:
complex conjugation followed by exchange of the sublattices. -/
def PTSymmetric (H : Matrix (Fin 2) (Fin 2) ℂ) : Prop :=
  σx * H.map (starRingEnd ℂ) * σx = H

/-- Inversion combined with time reversal ties the entries of a matrix together in
complex-conjugate pairs. -/
theorem ptSymmetric_iff (H : Matrix (Fin 2) (Fin 2) ℂ) :
    PTSymmetric H ↔ H 1 1 = conj (H 0 0) ∧ H 1 0 = conj (H 0 1) := by
  constructor
  · intro h
    have a : (σx * H.map (starRingEnd ℂ) * σx) 1 1 = conj (H 0 0) := by
      simp [σx, Matrix.mul_apply, Fin.sum_univ_two]
    have b : (σx * H.map (starRingEnd ℂ) * σx) 1 0 = conj (H 0 1) := by
      simp [σx, Matrix.mul_apply, Fin.sum_univ_two]
    unfold PTSymmetric at h
    rw [h] at a b
    exact ⟨a, b⟩
  · rintro ⟨a, b⟩
    unfold PTSymmetric
    ext i j
    fin_cases i <;> fin_cases j <;>
      simp [σx, Matrix.mul_apply, Fin.sum_univ_two, a, b]

end

end GrapheneDiracPoint
```

Compiling this gives:

```
Main.lean:23:69: error: unsolved goals
H : Matrix (Fin 2) (Fin 2) ℂ
h : PTSymmetric H
⊢ (![1, 0] ᵥ* H.map ⇑(starRingEnd ℂ)) 0 = (starRingEnd ℂ) (H 0 0)
Main.lean:25:69: error: unsolved goals
H : Matrix (Fin 2) (Fin 2) ℂ
h : PTSymmetric H
a : (σx * H.map ⇑(starRingEnd ℂ) * σx) 1 1 = (starRingEnd ℂ) (H 0 0)
⊢ (![1, 0] ᵥ* H.map ⇑(starRingEnd ℂ)) 1 = (starRingEnd ℂ) (H 0 1)
Main.lean:30:2: error: unsolved goals
case mpr.«0».«0»
H : Matrix (Fin 2) (Fin 2) ℂ
a : H 1 1 = (starRingEnd ℂ) (H 0 0)
b : H 1 0 = (starRingEnd ℂ) (H 0 1)
⊢ (![0, 1] ᵥ* H.map ⇑(starRingEnd ℂ)) 1 = H 0 0

case mpr.«0».«1»
H : Matrix (Fin 2) (Fin 2) ℂ
a : H 1 1 = (starRingEnd ℂ) (H 0 0)
b : H 1 0 = (starRingEnd ℂ) (H 0 1)
⊢ (![0, 1] ᵥ* H.map ⇑(starRingEnd ℂ)) 0 = H 0 1

case mpr.«1».«0»
H : Matrix (Fin 2) (Fin 2) ℂ
a : H 1 1 = (starRingEnd ℂ) (H 0 0)
b : H 1 0 = (starRingEnd ℂ) (H 0 1)
⊢ (![1, 0] ᵥ* H.map ⇑(starRingEnd ℂ)) 1 = (starRingEnd ℂ) (H 0 1)

case mpr.«1».«1»
H : Matrix (Fin 2) (Fin 2) ℂ
a : H 1 1 = (starRingEnd ℂ) (H 0 0)
b : H 1 0 = (starRingEnd ℂ) (H 0 1)
⊢ (![1, 0] ᵥ* H.map ⇑(starRingEnd ℂ)) 0 = (starRingEnd ℂ) (H 0 0)
```

The repair, with which the file compiles:

```diff
@@ -22,7 +22,7 @@
   · intro h
     have a : (σx * H.map (starRingEnd ℂ) * σx) 1 1 = conj (H 0 0) := by
-      simp [σx, Matrix.mul_apply, Fin.sum_univ_two]
+      simp [σx, Matrix.mul_apply, Matrix.vecMul, dotProduct, Fin.sum_univ_two]
     have b : (σx * H.map (starRingEnd ℂ) * σx) 1 0 = conj (H 0 1) := by
-      simp [σx, Matrix.mul_apply, Fin.sum_univ_two]
+      simp [σx, Matrix.mul_apply, Matrix.vecMul, dotProduct, Fin.sum_univ_two]
     unfold PTSymmetric at h
     rw [h] at a b
@@ -32,5 +32,5 @@
     ext i j
     fin_cases i <;> fin_cases j <;>
-      simp [σx, Matrix.mul_apply, Fin.sum_univ_two, a, b]
+      simp [σx, Matrix.mul_apply, Matrix.vecMul, dotProduct, Fin.sum_univ_two, a, b]
 
 end
```

Cause. All three errors have the same cause. Once `σx` is unfolded into an explicit matrix, `simp` rewrites the product of `σx` with the conjugated `H` row by row, as a row vector times a matrix. The goals left over contain terms such as `(![1, 0] ᵥ* H.map ⇑(starRingEnd ℂ)) 0`. `Matrix.mul_apply` expands an entry of a product of two matrices, so it does not apply to this form, and `Fin.sum_univ_two` finds no sum to expand. The equations are true, but `simp` stops before it reaches the entries of `H`.

The repair makes the same addition to all three `simp` calls. `Matrix.vecMul` unfolds the vector-matrix product into a dot product, and `dotProduct` unfolds that into a sum over two indices, which `Fin.sum_univ_two` can now write out. The zeros and ones then pick out a single conjugated entry of `H`. In the forward direction this is already the right-hand side; in the converse, the hypotheses `a` and `b` supply the remaining relations between entries.
